# Box-state scaling with the three-point stencil: $L^2E_n \to n^2\pi^2/2$ at fixed spacing

Put one particle on two grid points a distance $h$ apart, with hard walls one spacing beyond each point. In units $\hbar=m=1$, the three-point form of $-\tfrac12\,d^2/dx^2$ is

$$H=\frac1{h^2}\begin{pmatrix}1&-\tfrac12\\-\tfrac12&1\end{pmatrix}.$$

The normalised state $(1,1)/\sqrt2$ has energy $E=1/(2h^2)$. The walls are $L=3h$ apart, so $L^2E=4.5$. One grid point gives $4$ and three give about $4.69$. The spacing has dropped out, and the numbers climb towards the continuum value $\pi^2/2\approx4.93$.

For $N$ points, the sine wave with $n$ half-waves between the walls, $1\le n\le N$, is an eigenvector with energy

$$E_n=\frac{1-\cos\theta}{h^2},\qquad \theta=\frac{n\pi}{N+1}.$$

With $L=(N+1)h$, and with $h\neq0$ and $n$ held fixed, $L^2E_n\to n^2\pi^2/2$ as $N\to\infty$. For a single non-interacting particle in one dimension, this says that the three-point grid recovers the particle-in-a-box levels; the two-sided bound derived below says how fast.

## From the stencil to the energy

Number the sites $i=0,\dots,N-1$ and let site $i$ sit at grid position $i+1$, with the walls at positions $0$ and $N+1$. If $f$ vanishes at both walls, every row of the matrix gives

$$(Hf)_i=\frac{f(i+1)}{h^2}-\frac{f(i+2)+f(i)}{2h^2}.$$

A neighbour that is missing from the matrix, in the first or the last row, sits on a wall, where the amplitude is zero anyway.

Take $f(k)=\sin(\theta k)$. Then $f(0)=0$ and $f(N+1)=\sin n\pi=0$. Adding the formulas for $\sin(\theta(i+1)\pm\theta)$ gives

$$f(i+2)+f(i)=2\cos\theta\,f(i+1),$$

so $(Hf)_i=\dfrac{1-\cos\theta}{h^2}\,f(i+1)$. Since $0<\theta<\pi$, the first amplitude $\sin\theta$ is positive. The vector is therefore nonzero and has only one eigenvalue. Its normalised form carries the factor $\sqrt{2/(N+1)}$, which does not affect the energy.

## Two bounds on the cosine

From $1-\cos x=2\sin^2(x/2)\le x^2/2$ we get $\cos x\ge1-x^2/2$. For a bound from above, let $g(y)=\sin y-y+y^3/6$. Its derivative $\cos y-1+y^2/2$ is nonnegative and $g(0)=0$, so $g\ge0$ for $y\ge0$. Now $g$ is itself the derivative of $y^4/24-y^2/2-\cos y$, which equals $-1$ at $y=0$ and so stays at or above $-1$. Hence

$$\cos x\le1-\frac{x^2}2+\frac{x^4}{24}\qquad(x\ge0).$$

Because $L^2E_n=(N+1)^2(1-\cos\theta)$ and $(N+1)\theta=n\pi$, the two bounds give

$$\frac{n^2\pi^2}2-\frac{n^4\pi^4}{24(N+1)^2}\le L^2E_n\le\frac{n^2\pi^2}2.$$

Both ends tend to $n^2\pi^2/2$, and so does $L^2E_n$. Dividing the limit for $n$ by the limit for $1$ gives $E_n/E_1\to n^2$.

The limit is taken at fixed $n$. If $n$ instead grows with $N$ so that $N+1\le2n\le2N$, then $\theta$ lies between $\pi/2$ and $\pi$, the cosine is not positive, and $L^2E_n\ge(N+1)^2$, which grows without limit. The continuum value $n^2\pi^2/2$ grows too, but the grid does not keep up with it: the ratio of $L^2E_n$ to $n^2\pi^2/2$ is $2(1-\cos\theta)/\theta^2$, which is at most $8/\pi^2\approx0.81$ for these states.

## The box length in a grid code

With this stencil, a real-space program can impose the walls by leaving out the neighbours that fall off the grid. The length to use in a comparison with the continuum is then $(N+1)h$. Using $Nh$ gives the same limit, but with a relative error of order $1/N$ in place of $1/N^2$.

To check a kinetic-energy routine, diagonalise the tridiagonal matrix, multiply the lowest eigenvalues by $L^2$, and see whether they fall in the interval above, up to rounding. The relative deficit is at most $n^2\pi^2/(12(N+1)^2)$, which is below one per cent once $N+1\ge10n$. If the closed formula is evaluated at small $\theta$, the form $2\sin^2(\theta/2)/h^2$ avoids the cancellation in $1-\cos\theta$.

## The Hamiltonian, the wave and the energy in Lean

```lean
import Mathlib

open Filter Topology Matrix

namespace BoxStateScaling

noncomputable section
```

The Hamiltonian is a real matrix indexed by `Fin N`, whose elements run from $0$ to $N-1$. The two neighbour conditions fill the diagonals above and below the main one.

```lean
/-- The three-point Hamiltonian on `N` grid points of spacing `h ≠ 0` with hard walls:
`1/h²` on the diagonal and `-1/(2h²)` between neighbours. -/
def hamiltonian (N : ℕ) (h : ℝ) : Matrix (Fin N) (Fin N) ℝ :=
  Matrix.of fun i j =>
    (if i = j then 1 / h ^ 2 else 0)
      - (if (i : ℕ) + 1 = (j : ℕ) then 1 / (2 * h ^ 2) else 0)
      - (if (j : ℕ) + 1 = (i : ℕ) then 1 / (2 * h ^ 2) else 0)
```

The wave is defined at every natural-number position, walls included.

```lean
/-- The standing wave `sin(nπk/(N+1))` at grid position `k`; the walls are at `0` and `N+1`. -/
def boxWave (N n k : ℕ) : ℝ := Real.sin (n * Real.pi / (N + 1) * k)
```

The box state is its restriction to the interior, unnormalised; the shift `(j : ℕ) + 1` turns a site index into a grid position.

```lean
/-- The standing wave on the interior points `1, …, N`, unnormalised; for `1 ≤ n ≤ N` this is the
`n`-th box state. -/
def boxState (N n : ℕ) : Fin N → ℝ := fun j => boxWave N n ((j : ℕ) + 1)
```

The energy is first only a formula. It is defined for all $n$, although it belongs to a box state only when $1\le n\le N$.

```lean
/-- The lattice energy `(1 - cos(nπ/(N+1)))/h²`, for spacing `h ≠ 0`. -/
def latticeEnergy (h : ℝ) (N n : ℕ) : ℝ :=
  (1 - Real.cos (n * Real.pi / (N + 1))) / h ^ 2
```

## The matrix acts as the stencil

The next theorem takes any `f` that is zero at both walls and evaluates `hamiltonian N h *ᵥ …` at site `i`. The matrix-vector sum splits into three: `hd` is the diagonal term, `hr` the right neighbour and `hl` the left. In `hr` and `hl`, the end site is the case in which the hypothesis on the wall supplies the missing zero.

```lean
/-- On a wave that vanishes at both walls the Hamiltonian acts as the three-point stencil,
also at the sites next to the walls. -/
theorem hamiltonian_stencil (N : ℕ) (h : ℝ) (f : ℕ → ℝ) (h0 : f 0 = 0)
    (hN : f (N + 1) = 0) (i : Fin N) :
    (hamiltonian N h *ᵥ fun j : Fin N => f ((j : ℕ) + 1)) i =
      1 / h ^ 2 * f ((i : ℕ) + 1) - 1 / (2 * h ^ 2) * f ((i : ℕ) + 2)
        - 1 / (2 * h ^ 2) * f (i : ℕ) := by
  have hd : ∑ j : Fin N, (if i = j then 1 / h ^ 2 else 0) * f ((j : ℕ) + 1)
      = 1 / h ^ 2 * f ((i : ℕ) + 1) := by
    simp only [ite_mul, zero_mul, Finset.sum_ite_eq, Finset.mem_univ, if_true]
  -- hopping from the right neighbour; the last site sees the wall
  have hr : ∀ (t : ℝ) (k : ℕ), k < N →
      ∑ j : Fin N, (if k + 1 = (j : ℕ) then t else 0) * f ((j : ℕ) + 1) = t * f (k + 2) := by
    intro t k hk
    rw [Fin.sum_univ_eq_sum_range (fun m => (if k + 1 = m then t else 0) * f (m + 1)) N]
    simp only [ite_mul, zero_mul, Finset.sum_ite_eq, Finset.mem_range]
    split_ifs with h1
    · rfl
    · have h2 : k + 2 = N + 1 := by omega
      rw [h2, hN, mul_zero]
  -- hopping from the left neighbour; the first site sees the wall
  have hl : ∀ (t : ℝ) (k : ℕ), k < N →
      ∑ j : Fin N, (if (j : ℕ) + 1 = k then t else 0) * f ((j : ℕ) + 1) = t * f k := by
    intro t k hk
    cases k with
    | zero => simp [h0]
    | succ m =>
      rw [Fin.sum_univ_eq_sum_range (fun l => (if l + 1 = m + 1 then t else 0) * f (l + 1)) N]
      simp only [add_left_inj, ite_mul, zero_mul, Finset.sum_ite_eq', Finset.mem_range]
      rw [if_pos (by omega)]
  simp only [Matrix.mulVec, dotProduct, hamiltonian, Matrix.of_apply, sub_mul,
    Finset.sum_sub_distrib]
  rw [hd, hr _ i i.2, hl _ i i.2]
```

## The eigenvalue equation fixes the energy

For $1\le n\le N$, the box state satisfies $H\psi=E\psi$ if and only if $E$ is the lattice energy. One direction, `heig`, combines the stencil with the sine identity `hadd`. The other compares two eigenvalue equations at site $0$ and cancels the positive amplitude $\sin\theta$.

```lean
/-- For `1 ≤ n ≤ N` the box state satisfies the lattice Schrödinger equation with energy `E`
exactly when `E` is the lattice energy. -/
theorem schrodinger_iff (h : ℝ) {N n : ℕ} (hn : 1 ≤ n) (hnN : n ≤ N) (E : ℝ) :
    hamiltonian N h *ᵥ boxState N n = E • boxState N n ↔ E = latticeEnergy h N n := by
  have hNpos : (0 : ℝ) < (N : ℝ) + 1 := by positivity
  have heig : hamiltonian N h *ᵥ boxState N n = latticeEnergy h N n • boxState N n := by
    have hw0 : boxWave N n 0 = 0 := by simp [boxWave]
    have hwN : boxWave N n (N + 1) = 0 := by
      have harg : (n : ℝ) * Real.pi / (N + 1) * ((N + 1 : ℕ) : ℝ) = n * Real.pi := by
        push_cast
        exact div_mul_cancel₀ _ hNpos.ne'
      rw [boxWave, harg, Real.sin_nat_mul_pi]
    ext i
    have hs := hamiltonian_stencil N h (boxWave N n) hw0 hwN i
    -- the two neighbours add up to `2 cos θ` times the central amplitude
    have hadd : boxWave N n ((i : ℕ) + 2) + boxWave N n (i : ℕ)
        = 2 * Real.cos (n * Real.pi / (N + 1)) * boxWave N n ((i : ℕ) + 1) := by
      unfold boxWave
      generalize (n : ℝ) * Real.pi / (N + 1) = θ
      have e1 : θ * (((i : ℕ) + 2 : ℕ) : ℝ) = θ * (((i : ℕ) + 1 : ℕ) : ℝ) + θ := by
        push_cast; ring
      have e2 : θ * ((i : ℕ) : ℝ) = θ * (((i : ℕ) + 1 : ℕ) : ℝ) - θ := by
        push_cast; ring
      rw [e1, e2, Real.sin_add, Real.sin_sub]
      ring
    change (hamiltonian N h *ᵥ fun j : Fin N => boxWave N n ((j : ℕ) + 1)) i
      = latticeEnergy h N n * boxWave N n ((i : ℕ) + 1)
    rw [hs, latticeEnergy]
    linear_combination (-(1 / (2 * h ^ 2))) * hadd
  constructor
  · intro hE
    -- the amplitude next to the wall is positive, so it fixes the energy
    have hpos : 0 < boxState N n ⟨0, by omega⟩ := by
      have h1 : boxState N n ⟨0, by omega⟩ = Real.sin (n * Real.pi / (N + 1)) := by
        simp [boxState, boxWave]
      have hn' : (0 : ℝ) < n := by exact_mod_cast hn
      have hlt : (n : ℝ) < N + 1 := by exact_mod_cast Nat.lt_succ_of_le hnN
      rw [h1]
      apply Real.sin_pos_of_pos_of_lt_pi
      · positivity
      · rw [div_lt_iff₀ hNpos]
        nlinarith [mul_pos Real.pi_pos (sub_pos.2 hlt)]
    have hc := congrFun (hE.symm.trans heig) ⟨0, by omega⟩
    simp only [Pi.smul_apply, smul_eq_mul] at hc
    exact mul_right_cancel₀ hpos.ne' hc
  · rintro rfl
    exact heig
```

The theorem treats each sine state separately. That the $N$ energies are distinct, and hence make up the whole spectrum, follows from the strict decrease of the cosine on $[0,\pi]$, an argument the Lean code does not contain.

## The quartic bound and the finite-size error

The proof of the quartic bound contains the two monotonicity arguments: `hg` for $g$ on the whole line, and `hk` for its antiderivative on $[0,\infty)$. The quadratic lower bound on the cosine comes from Mathlib.

```lean
/-- The fourth-order upper bound `cos x ≤ 1 - x²/2 + x⁴/24` for `x ≥ 0`. -/
theorem cos_le_quartic {x : ℝ} (hx : 0 ≤ x) :
    Real.cos x ≤ 1 - x ^ 2 / 2 + x ^ 4 / 24 := by
  have hg : Monotone fun y : ℝ => Real.sin y - y + y ^ 3 / 6 := by
    have hd : ∀ y : ℝ, HasDerivAt (fun y : ℝ => Real.sin y - y + y ^ 3 / 6)
        (Real.cos y - 1 + y ^ 2 / 2) y := fun y =>
      (((Real.hasDerivAt_sin y).fun_sub (hasDerivAt_id' y)).fun_add
        ((hasDerivAt_pow 3 y).div_const 6)).congr_deriv (by norm_num; ring)
    refine monotone_of_deriv_nonneg (fun y => (hd y).differentiableAt) fun y => ?_
    have hc : 1 - y ^ 2 / 2 ≤ Real.cos y := Real.one_sub_sq_div_two_le_cos
    rw [(hd y).deriv]
    linarith
  have hd : ∀ y : ℝ, HasDerivAt (fun y : ℝ => y ^ 4 / 24 - y ^ 2 / 2 - Real.cos y)
      (Real.sin y - y + y ^ 3 / 6) y := fun y =>
    ((((hasDerivAt_pow 4 y).div_const 24).fun_sub ((hasDerivAt_pow 2 y).div_const 2)).fun_sub
      (Real.hasDerivAt_cos y)).congr_deriv (by norm_num; ring)
  have hk : MonotoneOn (fun y : ℝ => y ^ 4 / 24 - y ^ 2 / 2 - Real.cos y) (Set.Ici 0) := by
    refine monotoneOn_of_deriv_nonneg (convex_Ici 0)
      (fun y _ => (hd y).continuousAt.continuousWithinAt)
      (fun y _ => (hd y).differentiableAt.differentiableWithinAt) fun y hy => ?_
    have hy0 : (0 : ℝ) ≤ y := interior_subset hy
    have h1 := hg hy0
    simp only [Real.sin_zero] at h1
    rw [(hd y).deriv]
    linarith
  have h2 := hk (Set.mem_Ici.2 le_rfl) (Set.mem_Ici.2 hx) hx
  simp only [Real.cos_zero] at h2
  linarith
```

The two-sided estimate holds for every `N` and `n`, with $h\neq0$ as its only hypothesis. For a box state, it bounds the discretisation error, measured against a continuum box of the same length; the name "finite-size" refers to the fact that, at fixed $h$ and $n$, the scaled error vanishes as the box grows. The step `hs` cancels $h^2$; each half then multiplies one cosine bound by $(N+1)^2$.

```lean
/-- For `h ≠ 0` and box length `L = (N+1)h`, the scaled energy `L²Eₙ` is at most `n²π²/2` and falls
short of it by at most `n⁴π⁴/(24(N+1)²)`. -/
theorem finite_size_error {h : ℝ} (hh : h ≠ 0) (N n : ℕ) :
    (n * Real.pi) ^ 2 / 2 - (n * Real.pi) ^ 4 / 24 * (1 / ((N : ℝ) + 1)) ^ 2
        ≤ ((N + 1) * h) ^ 2 * latticeEnergy h N n ∧
      ((N + 1) * h) ^ 2 * latticeEnergy h N n ≤ (n * Real.pi) ^ 2 / 2 := by
  have hN : (0 : ℝ) < (N : ℝ) + 1 := by positivity
  have hx : 0 ≤ (n : ℝ) * Real.pi / (N + 1) := by positivity
  have hs : ((N + 1) * h) ^ 2 * latticeEnergy h N n
      = ((N : ℝ) + 1) ^ 2 * (1 - Real.cos (n * Real.pi / (N + 1))) := by
    unfold latticeEnergy
    field_simp
  have hlow := cos_le_quartic hx
  have hup : 1 - ((n : ℝ) * Real.pi / (N + 1)) ^ 2 / 2 ≤ Real.cos (n * Real.pi / (N + 1)) :=
    Real.one_sub_sq_div_two_le_cos
  rw [hs]
  constructor
  · calc (n * Real.pi) ^ 2 / 2 - (n * Real.pi) ^ 4 / 24 * (1 / ((N : ℝ) + 1)) ^ 2
        = ((N : ℝ) + 1) ^ 2 * ((n * Real.pi / (N + 1)) ^ 2 / 2
            - (n * Real.pi / (N + 1)) ^ 4 / 24) := by field_simp
      _ ≤ _ := mul_le_mul_of_nonneg_left (by linarith) (by positivity)
  · calc ((N : ℝ) + 1) ^ 2 * (1 - Real.cos (n * Real.pi / (N + 1)))
        ≤ ((N : ℝ) + 1) ^ 2 * ((n * Real.pi / (N + 1)) ^ 2 / 2) :=
          mul_le_mul_of_nonneg_left (by linarith) (by positivity)
      _ = _ := by field_simp
```

## The limit at fixed spacing

`Tendsto … atTop (𝓝 …)` is the limit $N\to\infty$. The lower bound converges because $1/(N+1)\to0$, and the squeeze theorem does the rest.

```lean
/-- At fixed spacing `h ≠ 0` and fixed `n`, the lattice energy times the squared box length
tends to `n²π²/2` as the number of grid points grows. -/
theorem latticeEnergy_scaling {h : ℝ} (hh : h ≠ 0) (n : ℕ) :
    Tendsto (fun N : ℕ => (((N : ℝ) + 1) * h) ^ 2 * latticeEnergy h N n) atTop
      (𝓝 ((n * Real.pi) ^ 2 / 2)) := by
  have hl : ∀ a b : ℝ, Tendsto (fun N : ℕ => a - b * (1 / ((N : ℝ) + 1)) ^ 2) atTop (𝓝 a) := by
    intro a b
    simpa using (((tendsto_one_div_add_atTop_nhds_zero_nat (𝕜 := ℝ)).pow 2).const_mul b).const_sub a
  exact tendsto_of_tendsto_of_tendsto_of_le_of_le (hl _ _) tendsto_const_nhds
    (fun N => (finite_size_error hh N n).1) (fun N => (finite_size_error hh N n).2)
```

The main theorem speaks of eigenvalues of the matrix. Its hypothesis `hE` says that `E N` is the eigenvalue on the $n$-th box state for each $N\ge n$; the finitely many earlier values are arbitrary and have no effect on the limit. By `schrodinger_iff`, `E N` agrees with the lattice energy from $N=n$ onwards, so the previous limit carries over.

```lean
/-- Box-state scaling: let `h ≠ 0` and `n ≥ 1` be fixed, and let `E N` be the eigenvalue of the
`N`-point Hamiltonian on the `n`-th box state for every `N ≥ n`. Then `L² E N`, with
`L = (N+1)h`, tends to `n²π²/2`. -/
theorem box_state_scaling {h : ℝ} (hh : h ≠ 0) {n : ℕ} (hn : 1 ≤ n) (E : ℕ → ℝ)
    (hE : ∀ N, n ≤ N → hamiltonian N h *ᵥ boxState N n = E N • boxState N n) :
    Tendsto (fun N : ℕ => (((N : ℝ) + 1) * h) ^ 2 * E N) atTop
      (𝓝 ((n : ℝ) ^ 2 * Real.pi ^ 2 / 2)) := by
  rw [← mul_pow]
  refine (latticeEnergy_scaling hh n).congr' ?_
  filter_upwards [eventually_ge_atTop n] with N hN
  rw [(schrodinger_iff h hn hN (E N)).1 (hE N hN)]
```

The physical setting is a free particle between hard walls on a uniform one-dimensional grid. There is no potential and no external field, and $h$ does not change as the box grows.

## Level ratios and the upper half of the band

The ratio theorem divides two instances of the scaling limit and cancels the common factor $L^2$.

```lean
/-- At fixed spacing `h ≠ 0`, the ratio of the `n`-th to the first lattice energy tends to `n²`
as the box grows. -/
theorem level_ratio {h : ℝ} (hh : h ≠ 0) (n : ℕ) :
    Tendsto (fun N : ℕ => latticeEnergy h N n / latticeEnergy h N 1) atTop
      (𝓝 ((n : ℝ) ^ 2)) := by
  have hpi := Real.pi_ne_zero
  have hlim := (latticeEnergy_scaling hh n).div (latticeEnergy_scaling hh 1)
    (by rw [Nat.cast_one, one_mul]; positivity)
  have hval : ((n : ℝ) * Real.pi) ^ 2 / 2 / (((1 : ℕ) * Real.pi) ^ 2 / 2) = (n : ℝ) ^ 2 := by
    rw [Nat.cast_one, one_mul]
    field_simp
  rw [hval] at hlim
  refine hlim.congr fun N => ?_
  have hL : (((N : ℝ) + 1) * h) ^ 2 ≠ 0 := pow_ne_zero 2 (mul_ne_zero (by positivity) hh)
  exact mul_div_mul_left _ _ hL
```

In the last theorem, `hlow` puts the phase per site at a quarter turn or more and `hnN` keeps it below a half turn. The cosine is then at most zero, which gives the bound.

```lean
/-- For `h ≠ 0` and a state in the upper half of the band, `(N+1)/2 ≤ n ≤ N`, the scaled energy
`L²Eₙ` is at least `(N+1)²`. -/
theorem upper_band_bound {h : ℝ} (hh : h ≠ 0) {N n : ℕ} (hlow : N + 1 ≤ 2 * n) (hnN : n ≤ N) :
    ((N : ℝ) + 1) ^ 2 ≤ (((N : ℝ) + 1) * h) ^ 2 * latticeEnergy h N n := by
  have hN : (0 : ℝ) < (N : ℝ) + 1 := by positivity
  have h1 : (N : ℝ) + 1 ≤ 2 * n := by exact_mod_cast hlow
  have h2 : (n : ℝ) ≤ N := by exact_mod_cast hnN
  -- the phase per site is at least a quarter turn
  have hcos : Real.cos (n * Real.pi / (N + 1)) ≤ 0 := by
    apply Real.cos_nonpos_of_pi_div_two_le_of_le
    · rw [le_div_iff₀ hN]
      nlinarith [mul_nonneg Real.pi_pos.le (sub_nonneg.2 h1)]
    · rw [div_le_iff₀ hN]
      nlinarith [mul_nonneg Real.pi_pos.le (sub_nonneg.2 h2), mul_pos Real.pi_pos hN,
        Real.pi_pos]
  have hs : (((N : ℝ) + 1) * h) ^ 2 * latticeEnergy h N n
      = ((N : ℝ) + 1) ^ 2 * (1 - Real.cos (n * Real.pi / (N + 1))) := by
    unfold latticeEnergy
    field_simp
  rw [hs]
  exact le_mul_of_one_le_right (by positivity) (by linarith)

end

end BoxStateScaling
```

```lean
#print axioms BoxStateScaling.box_state_scaling
#print axioms BoxStateScaling.level_ratio
#print axioms BoxStateScaling.upper_band_bound
```

```
'BoxStateScaling.box_state_scaling' depends on axioms: [propext, Classical.choice, Quot.sound]
'BoxStateScaling.level_ratio' depends on axioms: [propext, Classical.choice, Quot.sound]
'BoxStateScaling.upper_band_bound' depends on axioms: [propext, Classical.choice, Quot.sound]
```
